# With a symmetric kernel and a symmetric, negative definite response, $k$ linearised SCF steps enlarge an error by at most $\sqrt{b/a}\,\rho^k$

Q: Take two sites, 0 and 1, with response $\chi=\mathrm{diag}(-1,-100)$ and a kernel $K$ that only couples the sites, with strength $0.05$. The Jacobian $J=\chi K$ sends $(1,0)$ to $(0,-5)$. Its eigenvalues are $\pm 0.5$, so the iteration converges, yet the first step makes the error five times larger. What does the largest absolute eigenvalue $\rho$ tell me about the early steps?

A: It limits them once you know how uneven $\chi$ is. Here $J^2=0.25\,I$, so the error norms run $1,\,5,\,0.25,\,1.25,\dots$ Site 1 responds a hundred times more strongly than site 0, and the growth factor $5$ is $\sqrt{100/1}\cdot 0.5$. In general, let $\chi$ and $K$ be real symmetric matrices. If $a\|x\|^2\le-\langle x,\chi x\rangle\le b\|x\|^2$ for every $x$, with $0<a\le b$, then
$$\|J^k e\|\le\sqrt{b/a}\;\rho^k\|e\|.$$

Q: Derive it for me.

A: Diagonalise $-\chi$ and take the square root of each eigenvalue. This gives a symmetric $R$ with $R^2=-\chi$. Then $\|Rx\|^2=\langle x,R^2x\rangle=-\langle x,\chi x\rangle$, so
$$\sqrt a\,\|x\|\le\|Rx\|\le\sqrt b\,\|x\|,$$
and $R$ is invertible. Put $S=-RKR$, which is symmetric because $R$ and $K$ are. Since $JR=\chi KR=-R^2KR=RS$, induction gives $J^kR=RS^k$.

If $Sx=\mu x$ with $x\ne0$, then $J(Rx)=\mu Rx$ and $Rx\neq0$, so $|\mu|\le\rho$. Expanding $x=\sum_i x_iv_i$ in orthonormal eigenvectors of $S$, with eigenvalues $\mu_i$, gives
$$\|S^kx\|^2=\sum_i\mu_i^{2k}x_i^2\le\rho^{2k}\|x\|^2.$$
Finally write $e=Rw$:
$$\|J^ke\|=\|RS^kw\|\le\sqrt b\,\rho^k\|w\|\le\sqrt{b/a}\,\rho^k\|e\|.$$

Q: Now the formal version. What is a density there?

A: A vector in a real inner product space `E`, which the theorems take to be finite-dimensional. Real symmetric matrices of any size are included.

```lean
import Mathlib

open scoped InnerProductSpace
open Filter Topology

namespace SCFTransientGrowth

noncomputable section

variable {E : Type*} [NormedAddCommGroup E] [InnerProductSpace ℝ E]
```

The Jacobian is the product of two operators, with $K$ acting first: density error to potential error, then back to density. In Kohn–Sham theory $K$ is the derivative of the Hartree and exchange-correlation potential with respect to the density, and $\chi$ is the density response of the non-interacting electrons to a change in their effective potential.

```lean
/-- The Jacobian `χ K` of the SCF map: the kernel `K` turns a density error into a potential
error, and the response `χ` turns that into the next density error. -/
def scfJacobian (χ K : Module.End ℝ E) : Module.End ℝ E := χ * K
```

Q: A product of symmetric matrices need not be symmetric. Why may you ignore complex eigenvalues?

A: Because $J$ is similar to the symmetric $S$, all its eigenvalues are real. The definition therefore collects $|\mu|$ only for real $\mu$ with a nonzero eigenvector.

```lean
/-- The absolute values of the real eigenvalues of an operator. -/
def absEigenvalues (J : Module.End ℝ E) : Set ℝ :=
  {r | ∃ (μ : ℝ) (x : E), x ≠ 0 ∧ J x = μ • x ∧ |μ| = r}
```

The theorem asks that $\rho$ be the greatest element of this set, through `IsGreatest`. That excludes the zero-dimensional space, where the set is empty.

Q: And $a$ and $b$?

A: They bound the weakest and strongest density response to a potential of unit norm. If they are the extreme eigenvalues of $-\chi$, then $b/a$ is the condition number of $\chi$; looser bounds give a larger ratio.

```lean
/-- The quadratic form of `-χ` lies between `a` and `b` times the squared norm. -/
def ResponseBounds (χ : Module.End ℝ E) (a b : ℝ) : Prop :=
  ∀ x : E, a * ‖x‖ ^ 2 ≤ -⟪x, χ x⟫_ℝ ∧ -⟪x, χ x⟫_ℝ ≤ b * ‖x‖ ^ 2
```

Q: At fixed electron number a uniform potential shift changes no density. Then $a=0$.

A: On the full space, yes. The two-site example, where a uniform shift does change the density, describes sites at fixed chemical potential instead. At fixed electron number the space has to shrink. You must take `E` to be the density changes that sum to zero, with $K$ projected onto them, and positivity of $a$ then assumes that no other potential goes unanswered. The file takes this as a hypothesis, along with the symmetry of $\chi$ and $K$; it derives neither from an electronic Hamiltonian.

Q: How does the proof build $R$?

A: It starts from an eigenbasis supplied by Mathlib.

```lean
/-- A symmetric operator in finite dimension has an orthonormal basis of eigenvectors. -/
theorem exists_eigenbasis [FiniteDimensional ℝ E] (X : Module.End ℝ E)
    (hX : LinearMap.IsSymmetric X) :
    ∃ (v : OrthonormalBasis (Fin (Module.finrank ℝ E)) ℝ E)
      (l : Fin (Module.finrank ℝ E) → ℝ), ∀ i, X (v i) = l i • v i :=
  ⟨hX.eigenvectorBasis rfl, hX.eigenvalues rfl, fun i => hX.apply_eigenvectorBasis rfl i⟩
```

The next lemma defines $R$ by its components in that basis, with factors `√(l i)`. It checks symmetry by expanding both inner products, and $R^2=X$ on basis vectors. The main proof uses it with $X=-\chi$.

```lean
/-- A symmetric operator with nonnegative quadratic form, in finite dimension, has a symmetric
square root. -/
theorem exists_symmetric_sqrt [FiniteDimensional ℝ E] (X : Module.End ℝ E)
    (hX : LinearMap.IsSymmetric X) (hpos : ∀ x, 0 ≤ ⟪x, X x⟫_ℝ) :
    ∃ R : Module.End ℝ E, LinearMap.IsSymmetric R ∧ ∀ x, R (R x) = X x := by
  obtain ⟨v, l, hv⟩ := exists_eigenbasis X hX
  have hl : ∀ i, 0 ≤ l i := fun i => by
    have h := hpos (v i)
    rw [hv, real_inner_smul_right, real_inner_self_eq_norm_sq, v.orthonormal.1 i] at h
    linarith
  -- take the square root of every eigenvalue
  let R : E →ₗ[ℝ] E :=
    { toFun := fun x => ∑ i, (√(l i) * ⟪v i, x⟫_ℝ) • v i
      map_add' := fun x y => by
        simp only [inner_add_right, mul_add, add_smul, Finset.sum_add_distrib]
      map_smul' := fun c x => by
        simp only [real_inner_smul_right, Finset.smul_sum, smul_smul, mul_left_comm,
          RingHom.id_apply] }
  have hR : ∀ x, R x = ∑ i, (√(l i) * ⟪v i, x⟫_ℝ) • v i := fun _ => rfl
  have hRv : ∀ i, R (v i) = √(l i) • v i := fun i => by
    rw [hR]
    simp [orthonormal_iff_ite.mp v.orthonormal]
  refine ⟨R, fun x y => ?_, fun x => ?_⟩
  · rw [hR, hR, sum_inner, inner_sum]
    refine Finset.sum_congr rfl fun i _ => ?_
    rw [real_inner_smul_left, real_inner_smul_right, real_inner_comm x (v i)]
    ring
  · have h : R ∘ₗ R = X := v.toBasis.ext fun i => by
      rw [v.coe_toBasis, LinearMap.comp_apply, hRv, map_smul, hRv, smul_smul,
        Real.mul_self_sqrt (hl i), hv]
    exact LinearMap.congr_fun h x
```

The estimate for $S$ comes next. Where I bounded all powers at once, Lean bounds one application by comparing squared components, then uses induction on `k`.

```lean
/-- If all eigenvalues of a symmetric operator in finite dimension are at most `ρ ≥ 0` in absolute
value, its `k`-th power stretches no vector by more than `ρ ^ k`. -/
theorem norm_pow_le_of_symmetric [FiniteDimensional ℝ E] (S : Module.End ℝ E)
    (hS : LinearMap.IsSymmetric S) {ρ : ℝ} (hρ : 0 ≤ ρ)
    (h : ∀ r ∈ absEigenvalues S, r ≤ ρ) (k : ℕ) (x : E) :
    ‖(S ^ k) x‖ ≤ ρ ^ k * ‖x‖ := by
  obtain ⟨v, l, hv⟩ := exists_eigenbasis S hS
  have hP : ∀ y : E, ‖y‖ ^ 2 = ∑ i, ⟪v i, y⟫_ℝ ^ 2 := fun y => by
    rw [← real_inner_self_eq_norm_sq, ← v.sum_inner_mul_inner]
    refine Finset.sum_congr rfl fun i _ => ?_
    rw [real_inner_comm y (v i)]
    ring
  -- one application, by comparing components in the eigenbasis
  have step : ∀ y, ‖S y‖ ≤ ρ * ‖y‖ := fun y => by
    refine (pow_le_pow_iff_left₀ (norm_nonneg _) (by positivity) two_ne_zero).1 ?_
    rw [mul_pow, hP (S y), hP y, Finset.mul_sum]
    refine Finset.sum_le_sum fun i _ => ?_
    have hne : v i ≠ 0 := v.orthonormal.ne_zero i
    have hli : |l i| ≤ ρ := h _ ⟨l i, v i, hne, hv i, rfl⟩
    rw [← hS (v i) y, hv, real_inner_smul_left, mul_pow]
    exact mul_le_mul_of_nonneg_right
      (sq_le_sq.2 (by rwa [abs_of_nonneg hρ])) (sq_nonneg _)
  induction k with
  | zero => simp
  | succ k ih =>
    rw [pow_succ' S k, Module.End.mul_apply]
    calc ‖S ((S ^ k) x)‖ ≤ ρ * ‖(S ^ k) x‖ := step _
      _ ≤ ρ * (ρ ^ k * ‖x‖) := mul_le_mul_of_nonneg_left ih hρ
      _ = ρ ^ (k + 1) * ‖x‖ := by ring
```

Q: So the main theorem only assembles these?

A: Yes. `hN` is the norm identity for $R$, `hJR` is $JR=RS$, `hpow` extends it to powers, and `hSρ` carries eigenvectors of $S$ to eigenvectors of $J$. The closing `calc` is my last chain of inequalities, squared.

```lean
/-- Let `χ` and `K` be symmetric in finite dimension, with `-χ` between `a > 0` and `b ≥ a`, and
let `ρ` be the largest absolute eigenvalue of `χ K`. After `k` linearised SCF steps an error `e`
has norm at most `√(b/a) ρ ^ k ‖e‖`. -/
theorem norm_scfJacobian_pow_le [FiniteDimensional ℝ E] {χ K : Module.End ℝ E} {a b ρ : ℝ}
    (hχ : LinearMap.IsSymmetric χ) (hK : LinearMap.IsSymmetric K) (ha : 0 < a) (hab : a ≤ b)
    (hb : ResponseBounds χ a b) (hρ : IsGreatest (absEigenvalues (scfJacobian χ K)) ρ)
    (k : ℕ) (e : E) :
    ‖(scfJacobian χ K ^ k) e‖ ≤ √(b / a) * ρ ^ k * ‖e‖ := by
  have hb0 : 0 < b := ha.trans_le hab
  have hρ0 : 0 ≤ ρ := by
    obtain ⟨μ, _, _, _, h⟩ := hρ.1
    exact h ▸ abs_nonneg μ
  obtain ⟨R, hR, hRR⟩ := exists_symmetric_sqrt (-χ)
    (fun x y => by
      rw [LinearMap.neg_apply, LinearMap.neg_apply, inner_neg_left, inner_neg_right, hχ x y])
    (fun x => by
      rw [LinearMap.neg_apply, inner_neg_right]
      exact le_trans (by positivity) (hb x).1)
  have hN : ∀ x, ‖R x‖ ^ 2 = -⟪x, χ x⟫_ℝ := fun x => by
    rw [← real_inner_self_eq_norm_sq, hR x (R x), hRR, LinearMap.neg_apply, inner_neg_right]
  have hinj : ∀ x, R x = 0 → x = 0 := fun x hx => by
    by_contra hne
    have h1 := (hb x).1
    rw [← hN, hx, norm_zero] at h1
    have h2 := mul_pos ha (pow_pos (norm_pos_iff.2 hne) 2)
    linarith
  -- the Jacobian is similar to the symmetric operator `S = -R K R`
  let S : Module.End ℝ E := -(R * K * R)
  have hSx : ∀ x, S x = -(R (K (R x))) := fun _ => rfl
  have hS : LinearMap.IsSymmetric S := fun x y => by
    rw [hSx, hSx, inner_neg_left, inner_neg_right, hR (K (R x)) y, hK (R x) (R y),
      hR x (K (R y))]
  have hJR : ∀ x, scfJacobian χ K (R x) = R (S x) := fun x => by
    show χ (K (R x)) = R (-(R (K (R x))))
    rw [map_neg, hRR, LinearMap.neg_apply, neg_neg]
  have hpow : ∀ (m : ℕ) (x : E), (scfJacobian χ K ^ m) (R x) = R ((S ^ m) x) := by
    intro m
    induction m with
    | zero => intro x; simp
    | succ m ih =>
      intro x
      rw [pow_succ _ m, pow_succ _ m, Module.End.mul_apply, Module.End.mul_apply, hJR, ih]
  have hSρ : ∀ r ∈ absEigenvalues S, r ≤ ρ := by
    rintro r ⟨μ, x, hx, hμ, hr⟩
    exact hρ.2 ⟨μ, R x, fun h => hx (hinj x h), by rw [hJR, hμ, map_smul], hr⟩
  obtain ⟨w, rfl⟩ :=
    LinearMap.injective_iff_surjective.1 ((injective_iff_map_eq_zero R).2 hinj) e
  rw [hpow]
  refine (pow_le_pow_iff_left₀ (norm_nonneg _) (by positivity) two_ne_zero).1 ?_
  have hw : a * ‖w‖ ^ 2 ≤ ‖R w‖ ^ 2 := by rw [hN]; exact (hb w).1
  calc ‖R ((S ^ k) w)‖ ^ 2 ≤ b * ‖(S ^ k) w‖ ^ 2 := by rw [hN]; exact (hb _).2
    _ ≤ b * (ρ ^ k * ‖w‖) ^ 2 := by
        have := norm_pow_le_of_symmetric S hS hρ0 hSρ k w
        gcongr
    _ = b / a * (ρ ^ k) ^ 2 * (a * ‖w‖ ^ 2) := by field_simp
    _ ≤ b / a * (ρ ^ k) ^ 2 * ‖R w‖ ^ 2 := mul_le_mul_of_nonneg_left hw (by positivity)
    _ = (√(b / a) * ρ ^ k * ‖R w‖) ^ 2 := by
        rw [mul_pow, mul_pow, Real.sq_sqrt (by positivity)]
```

One device deserves a closer look: `LinearMap.injective_iff_surjective`. For a linear map from a finite-dimensional space to itself, injectivity already gives surjectivity. The lower bound $a>0$ makes $R$ injective, so every error has the form $Rw$, and `obtain ⟨w, rfl⟩` replaces `e` by `R w` throughout. No inverse of $R$ is ever constructed.

Q: Does convergence follow?

A: For $\rho<1$ the bound tends to zero, and the error is squeezed with it.

```lean
/-- Let `χ` and `K` be symmetric in finite dimension, with `-χ` between `a > 0` and `b ≥ a`. If the
largest absolute eigenvalue of `χ K` is below one, every error tends to zero under the linearised
SCF iteration. -/
theorem scf_error_tendsto_zero [FiniteDimensional ℝ E] {χ K : Module.End ℝ E} {a b ρ : ℝ}
    (hχ : LinearMap.IsSymmetric χ) (hK : LinearMap.IsSymmetric K) (ha : 0 < a) (hab : a ≤ b)
    (hb : ResponseBounds χ a b) (hρ : IsGreatest (absEigenvalues (scfJacobian χ K)) ρ)
    (h1 : ρ < 1) (e : E) :
    Tendsto (fun k : ℕ => (scfJacobian χ K ^ k) e) atTop (𝓝 0) := by
  have hρ0 : 0 ≤ ρ := by
    obtain ⟨μ, _, _, _, h⟩ := hρ.1
    exact h ▸ abs_nonneg μ
  have h := ((tendsto_pow_atTop_nhds_zero_of_lt_one hρ0 h1).const_mul (√(b / a))).mul_const ‖e‖
  rw [mul_zero, zero_mul] at h
  exact squeeze_zero_norm (norm_scfJacobian_pow_le hχ hK ha hab hb hρ · e) h
```

Q: Could a better argument remove the square root?

A: No, your two-site model prevents it. Here it is with general $a$, $b$ and coupling $c$.

```lean
/-- Two-site response `diag(-a, -b)`. -/
def twoSiteResponse (a b : ℝ) : EuclideanSpace ℝ (Fin 2) →ₗ[ℝ] EuclideanSpace ℝ (Fin 2) where
  toFun x := !₂[-a * x 0, -b * x 1]
  map_add' x y := by ext i; fin_cases i <;> simp <;> ring
  map_smul' r x := by ext i; fin_cases i <;> simp <;> ring

/-- Two-site kernel with zero diagonal and coupling `c` between the sites. -/
def twoSiteKernel (c : ℝ) : EuclideanSpace ℝ (Fin 2) →ₗ[ℝ] EuclideanSpace ℝ (Fin 2) where
  toFun x := !₂[c * x 1, c * x 0]
  map_add' x y := by ext i; fin_cases i <;> simp <;> ring
  map_smul' r x := by ext i; fin_cases i <;> simp <;> ring
```

The last theorem verifies every condition of the bound, with $\rho=c\sqrt{ab}$, and proves equality after each odd number of steps for the unit error on site 0. The code uses the eigenvector $(\sqrt a,-\sqrt b)$; normalised, it is $(\sqrt a,-\sqrt b)/\sqrt{a+b}$. The upper bound on the eigenvalues and the equality both come from $J^2=c^2ab\,I$.

```lean
/-- For `0 < a ≤ b` and `c > 0` the two-site model meets all conditions of the bound
`norm_scfJacobian_pow_le`, with `ρ = c √(a b)`, and an error on the first site attains equality
after every odd number of steps. -/
theorem transient_bound_sharp {a b c : ℝ} (ha : 0 < a) (hab : a ≤ b) (hc : 0 < c) :
    LinearMap.IsSymmetric (twoSiteResponse a b) ∧ LinearMap.IsSymmetric (twoSiteKernel c) ∧
    ResponseBounds (twoSiteResponse a b) a b ∧
    IsGreatest (absEigenvalues (scfJacobian (twoSiteResponse a b) (twoSiteKernel c)))
      (c * √(a * b)) ∧
    ∀ m : ℕ, ‖(scfJacobian (twoSiteResponse a b) (twoSiteKernel c) ^ (2 * m + 1)) !₂[1, 0]‖
      = √(b / a) * (c * √(a * b)) ^ (2 * m + 1) * ‖(!₂[1, 0] : EuclideanSpace ℝ (Fin 2))‖ := by
  have hb : 0 < b := ha.trans_le hab
  have hin : ∀ x y : EuclideanSpace ℝ (Fin 2), ⟪x, y⟫_ℝ = x 0 * y 0 + x 1 * y 1 := fun x y => by
    simp [PiLp.inner_apply, Fin.sum_univ_two, mul_comm]
  have hn : ∀ x : EuclideanSpace ℝ (Fin 2), ‖x‖ ^ 2 = x 0 * x 0 + x 1 * x 1 := fun x => by
    rw [← real_inner_self_eq_norm_sq, hin]
  have hq : (c * √(a * b)) ^ 2 = c ^ 2 * (a * b) := by
    rw [mul_pow, Real.sq_sqrt (by positivity)]
  set J := scfJacobian (twoSiteResponse a b) (twoSiteKernel c) with hJ
  have h0 : ∀ x, (J x) 0 = -a * (c * x 1) := fun _ => rfl
  have h1 : ∀ x, (J x) 1 = -b * (c * x 0) := fun _ => rfl
  -- two steps multiply every error by the same factor
  have hJJ : ∀ x, J (J x) = (c ^ 2 * (a * b)) • x := fun x => by
    ext i
    fin_cases i
    · show (J (J x)) 0 = c ^ 2 * (a * b) * x 0
      rw [h0, h1]; ring
    · show (J (J x)) 1 = c ^ 2 * (a * b) * x 1
      rw [h1, h0]; ring
  refine ⟨fun x y => ?_, fun x y => ?_, fun x => ?_, ⟨?_, ?_⟩, fun m => ?_⟩
  · rw [hin, hin]
    show -a * x 0 * y 0 + -b * x 1 * y 1 = x 0 * (-a * y 0) + x 1 * (-b * y 1)
    ring
  · rw [hin, hin]
    show c * x 1 * y 0 + c * x 0 * y 1 = x 0 * (c * y 1) + x 1 * (c * y 0)
    ring
  · have hx : ⟪x, twoSiteResponse a b x⟫_ℝ = x 0 * (-a * x 0) + x 1 * (-b * x 1) := hin _ _
    rw [hx, hn]
    have p0 := mul_nonneg (sub_nonneg.2 hab) (mul_self_nonneg (x 0))
    have p1 := mul_nonneg (sub_nonneg.2 hab) (mul_self_nonneg (x 1))
    constructor <;> nlinarith
  · -- the eigenvector is `(√a, -√b)`
    refine ⟨c * √(a * b), !₂[√a, -√b], fun h => ?_, ?_, abs_of_nonneg (by positivity)⟩
    · have h' : √a = 0 := congrArg (fun x : EuclideanSpace ℝ (Fin 2) => x 0) h
      exact (Real.sqrt_pos.2 ha).ne' h'
    · have sa := Real.mul_self_sqrt ha.le
      have sb := Real.mul_self_sqrt hb.le
      rw [Real.sqrt_mul ha.le]
      ext i
      fin_cases i
      · show -a * (c * -√b) = c * (√a * √b) * √a
        linear_combination (-c * √b) * sa
      · show -b * (c * √a) = c * (√a * √b) * -√b
        linear_combination (c * √a) * sb
  · rintro r ⟨μ, x, hx, hμ, rfl⟩
    have h := hJJ x
    rw [hμ, map_smul, hμ, smul_smul, ← sub_eq_zero, ← sub_smul] at h
    have h2 := (smul_eq_zero.1 h).resolve_right hx
    refine abs_le_of_sq_le_sq ?_ (by positivity)
    rw [hq]
    linarith
  · have hsq : J ^ 2 = (c ^ 2 * (a * b)) • (1 : Module.End ℝ (EuclideanSpace ℝ (Fin 2))) :=
      LinearMap.ext fun x => by
        rw [pow_two, Module.End.mul_apply, hJJ, LinearMap.smul_apply, Module.End.one_apply]
    have key : ∀ e : EuclideanSpace ℝ (Fin 2), e 0 = 1 → e 1 = 0 →
        ‖(J ^ (2 * m + 1)) e‖ = √(b / a) * (c * √(a * b)) ^ (2 * m + 1) * ‖e‖ := by
      intro e e0 e1
      have ne : ‖e‖ = 1 := (sq_eq_sq₀ (norm_nonneg _) zero_le_one).1 (by
        rw [hn, e0, e1]; norm_num)
      have nJ : ‖J e‖ = b * c := (sq_eq_sq₀ (norm_nonneg _) (by positivity)).1 (by
        rw [hn, h0, h1, e0, e1]; ring)
      have hs : √(b / a) * √(a * b) = b := by
        rw [← Real.sqrt_mul (by positivity), show b / a * (a * b) = b ^ 2 by field_simp,
          Real.sqrt_sq hb.le]
      rw [pow_succ J (2 * m), pow_mul J, hsq, smul_pow, one_pow, smul_mul_assoc, one_mul,
        LinearMap.smul_apply, norm_smul, Real.norm_of_nonneg (by positivity), nJ, ne,
        pow_succ (c * √(a * b)) (2 * m), pow_mul (c * √(a * b)), hq]
      linear_combination (-(c ^ 2 * (a * b)) ^ m * c) * hs
    exact key _ rfl rfl

end

end SCFTransientGrowth
```

```lean
#print axioms SCFTransientGrowth.scf_error_tendsto_zero
#print axioms SCFTransientGrowth.transient_bound_sharp
```

```
'SCFTransientGrowth.scf_error_tendsto_zero' depends on axioms: [propext, Classical.choice, Quot.sound]
'SCFTransientGrowth.transient_bound_sharp' depends on axioms: [propext, Classical.choice, Quot.sound]
```

Q: Where would I meet $J$ in a real calculation?

A: In one plain SCF cycle you build the potential from the input density, diagonalise, occupy the orbitals and form the output density. Close to the solution, the output error is approximately $J$ times the input error. The residual, output minus input, is then $(J-I)e$, and it too is multiplied by $J$ each cycle. In this linearised, finite-dimensional picture, a residual that rises at first is compatible with $\rho<1$. On a fine grid $a$ can be very small, and the bound may then lie far above the growth you actually see.

Q: I use linear mixing, not plain iteration.

A: With mixing parameter $\alpha$ the error is multiplied by $(1-\alpha)I+\alpha\chi K=\chi\,[(1-\alpha)\chi^{-1}+\alpha K]$. The bracket is symmetric, so you can use it as the kernel in the theorem, with $\rho$ now taken from the mixed iteration. The factor $\sqrt{b/a}$ stays the same.
